# At a crossing of two differentiable energy branches, the central-difference force of the lower energy tends to the mean of the branch forces

Let one branch have energy $0$ and another energy $R$, and always follow the lower one: at the crossing $R=0$ the central-difference force of $\min(0,R)$ is $-1/2$ for every nonzero step, while the branch forces are $0$ and $-1$. The Lean file below treats any two branches that are differentiable at their crossing, where the mean of the branch forces appears as the limit of small steps.

```lean
import Mathlib

open Filter Topology

namespace BranchCrossingForce

noncomputable section

/-- The energy followed by a calculation that always settles on the lower of two
self-consistent branches. -/
def groundEnergy (E1 E2 : ℝ → ℝ) (R : ℝ) : ℝ := min (E1 R) (E2 R)

/-- The central-difference force at `R0` with step `h`, for `h ≠ 0`. -/
def centralForce (E : ℝ → ℝ) (R0 h : ℝ) : ℝ :=
  -(E (R0 + h) - E (R0 - h)) / (2 * h)

/-- The two-point force at `R0` from a stencil of width `d > 0`, of which the fraction `w` in
`[0, 1]` lies ahead of `R0` and the fraction `1 - w` behind it. -/
def skewForce (E : ℝ → ℝ) (R0 w d : ℝ) : ℝ :=
  -(E (R0 + w * d) - E (R0 - (1 - w) * d)) / d

variable {E E1 E2 : ℝ → ℝ} {R0 g g1 g2 : ℝ}

/-- Along the displacement `R0 + s h`, an energy with slope `g` at `R0` changes
at the rate `s g` as `h` tends to zero from above. -/
theorem branch_ray_slope (hE : HasDerivAt E g R0) (s : ℝ) :
    Tendsto (fun h => (E (R0 + s * h) - E R0) / h) (𝓝[>] 0) (𝓝 (s * g)) := by
  have hl : HasDerivAt (fun h : ℝ => R0 + s * h) s 0 :=
    (((hasDerivAt_id' (0 : ℝ)).const_mul s).const_add R0).congr_deriv (mul_one s)
  have hc : HasDerivAt (fun h : ℝ => E (R0 + s * h)) (g * s) 0 :=
    hE.comp_of_eq 0 hl (by simp)
  have ht := hc.tendsto_slope_zero.mono_left
    (nhdsWithin_mono (0 : ℝ) (fun h hh => (Set.mem_Ioi.mp hh).ne'))
  rw [mul_comm s g]
  refine ht.congr fun h => ?_
  simp only [zero_add, mul_zero, add_zero, smul_eq_mul]
  rw [div_eq_inv_mul]

/-- At a crossing of two differentiable branches, the ground energy changes along
`R0 + s h`, with `h` tending to zero from above, at the lower of the two branch rates. -/
theorem ground_ray_slope (h1 : HasDerivAt E1 g1 R0) (h2 : HasDerivAt E2 g2 R0)
    (hx : E1 R0 = E2 R0) (s : ℝ) :
    Tendsto (fun h => (groundEnergy E1 E2 (R0 + s * h) - groundEnergy E1 E2 R0) / h)
      (𝓝[>] 0) (𝓝 (min (s * g1) (s * g2))) := by
  refine ((branch_ray_slope h1 s).min (branch_ray_slope h2 s)).congr' ?_
  filter_upwards [self_mem_nhdsWithin] with h hh
  have hpos : 0 < h := hh
  unfold groundEnergy
  rw [← hx, min_self]
  -- the common energy and the positive step can be taken out of the minimum
  rcases le_total (E1 (R0 + s * h)) (E2 (R0 + s * h)) with hle | hle
  · have hq : (E1 (R0 + s * h) - E1 R0) / h ≤ (E2 (R0 + s * h) - E1 R0) / h := by
      gcongr
    rw [min_eq_left hle, min_eq_left hq]
  · have hq : (E2 (R0 + s * h) - E1 R0) / h ≤ (E1 (R0 + s * h) - E1 R0) / h := by
      gcongr
    rw [min_eq_right hle, min_eq_right hq]

/-- At a crossing of two differentiable branches, the central-difference force of the
ground energy tends to the mean of the two branch forces as the step tends to zero. -/
theorem centralForce_tendsto_mean (h1 : HasDerivAt E1 g1 R0) (h2 : HasDerivAt E2 g2 R0)
    (hx : E1 R0 = E2 R0) :
    Tendsto (centralForce (groundEnergy E1 E2) R0) (𝓝[≠] 0) (𝓝 (-(g1 + g2) / 2)) := by
  -- positive steps: lower slope ahead, higher slope behind
  have hright : Tendsto (centralForce (groundEnergy E1 E2) R0) (𝓝[>] 0)
      (𝓝 (-(g1 + g2) / 2)) := by
    have ht := (((ground_ray_slope h1 h2 hx 1).sub
      (ground_ray_slope h1 h2 hx (-1))).neg).div_const 2
    have hlim : -(min (1 * g1) (1 * g2) - min (-1 * g1) (-1 * g2)) / 2
        = -(g1 + g2) / 2 := by
      rcases le_total g1 g2 with hg | hg
      · rw [min_eq_left (by linarith : 1 * g1 ≤ 1 * g2),
          min_eq_right (by linarith : -1 * g2 ≤ -1 * g1)]
        ring
      · rw [min_eq_right (by linarith : 1 * g2 ≤ 1 * g1),
          min_eq_left (by linarith : -1 * g1 ≤ -1 * g2)]
        ring
    rw [hlim] at ht
    refine ht.congr fun h => ?_
    have ea : R0 + 1 * h = R0 + h := by ring
    have eb : R0 + -1 * h = R0 - h := by ring
    unfold centralForce
    rw [ea, eb]
    ring
  -- negative steps: the central difference is even in the step
  have hneg : Tendsto (fun h : ℝ => -h) (𝓝[<] 0) (𝓝[>] 0) := by
    refine tendsto_nhdsWithin_iff.mpr
      ⟨(Continuous.tendsto' continuous_neg 0 0 neg_zero).mono_left nhdsWithin_le_nhds, ?_⟩
    filter_upwards [self_mem_nhdsWithin] with h hh
    exact Set.mem_Ioi.mpr (neg_pos.mpr (Set.mem_Iio.mp hh))
  have hleft : Tendsto (centralForce (groundEnergy E1 E2) R0) (𝓝[<] 0)
      (𝓝 (-(g1 + g2) / 2)) := by
    refine (hright.comp hneg).congr fun h => ?_
    simp only [Function.comp_apply, centralForce]
    rw [sub_neg_eq_add, ← sub_eq_add_neg, mul_neg, div_neg]
    ring
  rw [← nhdsLT_sup_nhdsGT]
  exact tendsto_sup.mpr ⟨hleft, hright⟩

/-- At a crossing of two differentiable branches, a stencil with the fraction `w` in `[0, 1]` of its
width ahead of `R0` gives a force of the ground energy that tends, as the width tends to zero from
above, to minus the average of the lower slope with weight `w` and the higher slope with weight
`1 - w`. -/
theorem skewForce_tendsto (h1 : HasDerivAt E1 g1 R0) (h2 : HasDerivAt E2 g2 R0)
    (hx : E1 R0 = E2 R0) {w : ℝ} (hw0 : 0 ≤ w) (hw1 : w ≤ 1) :
    Tendsto (skewForce (groundEnergy E1 E2) R0 w) (𝓝[>] 0)
      (𝓝 (-(w * min g1 g2 + (1 - w) * max g1 g2))) := by
  have ht := ((ground_ray_slope h1 h2 hx w).sub
    (ground_ray_slope h1 h2 hx (-(1 - w)))).neg
  have hlim : -(min (w * g1) (w * g2) - min (-(1 - w) * g1) (-(1 - w) * g2))
      = -(w * min g1 g2 + (1 - w) * max g1 g2) := by
    have hv : 0 ≤ 1 - w := by linarith
    rcases le_total g1 g2 with hg | hg
    · have ha := mul_le_mul_of_nonneg_left hg hw0
      have hb := mul_le_mul_of_nonneg_left hg hv
      rw [min_eq_left ha, min_eq_left hg, max_eq_right hg,
        min_eq_right (by linarith : -(1 - w) * g2 ≤ -(1 - w) * g1)]
      ring
    · have ha := mul_le_mul_of_nonneg_left hg hw0
      have hb := mul_le_mul_of_nonneg_left hg hv
      rw [min_eq_right ha, min_eq_right hg, max_eq_left hg,
        min_eq_left (by linarith : -(1 - w) * g1 ≤ -(1 - w) * g2)]
      ring
  rw [hlim] at ht
  refine ht.congr fun d => ?_
  have eb : R0 + -(1 - w) * d = R0 - (1 - w) * d := by ring
  unfold skewForce
  rw [eb]
  ring

/-- At a crossing of two differentiable branches, the deviation of the central-difference force of
the ground energy from either branch force tends in magnitude to half the absolute difference of the
slopes as the step tends to zero. -/
theorem centralForce_deviation (h1 : HasDerivAt E1 g1 R0) (h2 : HasDerivAt E2 g2 R0)
    (hx : E1 R0 = E2 R0) :
    Tendsto (fun h => |centralForce (groundEnergy E1 E2) R0 h - (-g1)|) (𝓝[≠] 0)
        (𝓝 (|g1 - g2| / 2)) ∧
      Tendsto (fun h => |centralForce (groundEnergy E1 E2) R0 h - (-g2)|) (𝓝[≠] 0)
        (𝓝 (|g1 - g2| / 2)) := by
  have ht := centralForce_tendsto_mean h1 h2 hx
  have habs : |(g1 - g2) / 2| = |g1 - g2| / 2 := by rw [abs_div, abs_two]
  have e1 : -(g1 + g2) / 2 - (-g1) = (g1 - g2) / 2 := by ring
  have e2 : -(g1 + g2) / 2 - (-g2) = -((g1 - g2) / 2) := by ring
  have t1 := (ht.sub (tendsto_const_nhds (x := -g1))).abs
  have t2 := (ht.sub (tendsto_const_nhds (x := -g2))).abs
  rw [e1, habs] at t1
  rw [e2, abs_neg, habs] at t2
  exact ⟨t1, t2⟩

/-- If two differentiable branches cross with unequal slopes, the central-difference force
of the ground energy differs from both branch forces for every small enough nonzero step. -/
theorem centralForce_matches_neither (h1 : HasDerivAt E1 g1 R0)
    (h2 : HasDerivAt E2 g2 R0) (hx : E1 R0 = E2 R0) (hne : g1 ≠ g2) :
    ∀ᶠ h in 𝓝[≠] 0, centralForce (groundEnergy E1 E2) R0 h ≠ -g1 ∧
      centralForce (groundEnergy E1 E2) R0 h ≠ -g2 := by
  have hpos : 0 < |g1 - g2| / 2 := half_pos (abs_pos.mpr (sub_ne_zero.mpr hne))
  obtain ⟨t1, t2⟩ := centralForce_deviation h1 h2 hx
  filter_upwards [t1.eventually_const_lt hpos, t2.eventually_const_lt hpos] with h a b
  exact ⟨sub_ne_zero.mp (abs_pos.mp a), sub_ne_zero.mp (abs_pos.mp b)⟩

/-- If two differentiable branches cross with unequal slopes, the ground energy has no
derivative at the crossing. -/
theorem groundEnergy_not_differentiable (h1 : HasDerivAt E1 g1 R0)
    (h2 : HasDerivAt E2 g2 R0) (hx : E1 R0 = E2 R0) (hne : g1 ≠ g2) :
    ¬ DifferentiableAt ℝ (groundEnergy E1 E2) R0 := by
  intro hd
  -- a derivative would have to equal the slopes seen ahead and behind
  have ea := tendsto_nhds_unique (branch_ray_slope hd.hasDerivAt 1)
    (ground_ray_slope h1 h2 hx 1)
  have eb := tendsto_nhds_unique (branch_ray_slope hd.hasDerivAt (-1))
    (ground_ray_slope h1 h2 hx (-1))
  have a1 := min_le_left (1 * g1) (1 * g2)
  have a2 := min_le_right (1 * g1) (1 * g2)
  have b1 := min_le_left (-1 * g1) (-1 * g2)
  have b2 := min_le_right (-1 * g1) (-1 * g2)
  exact hne (by linarith)

end

end BranchCrossingForce
```

```lean
#print axioms BranchCrossingForce.centralForce_tendsto_mean
#print axioms BranchCrossingForce.skewForce_tendsto
#print axioms BranchCrossingForce.centralForce_matches_neither
#print axioms BranchCrossingForce.groundEnergy_not_differentiable
```

```
'BranchCrossingForce.centralForce_tendsto_mean' depends on axioms: [propext, Classical.choice, Quot.sound]
'BranchCrossingForce.skewForce_tendsto' depends on axioms: [propext, Classical.choice, Quot.sound]
'BranchCrossingForce.centralForce_matches_neither' depends on axioms: [propext, Classical.choice, Quot.sound]
'BranchCrossingForce.groundEnergy_not_differentiable' depends on axioms: [propext, Classical.choice, Quot.sound]
```

## Two occupation branches and the lower energy

In a calculation with a Hubbard correction, the self-consistency cycle can converge to different occupations of the same localised orbitals. Followed along a nuclear coordinate $R$, each solution gives an energy branch. Call the two branches $E_1(R)$ and $E_2(R)$, and let them meet at $R_0$ with slopes $g_1$ and $g_2$. A calculation that always finds the lower solution follows

$$E_g(R)=\min\bigl(E_1(R),E_2(R)\bigr),$$

which is `groundEnergy`. In Lean the branches are arbitrary functions `ℝ → ℝ`. The hypotheses `HasDerivAt E1 g1 R0` and `HasDerivAt E2 g2 R0` give their slopes, and `hx : E1 R0 = E2 R0` says that they meet. Each slope is that of the converged energy, so it includes any response of the occupations along the branch. The branch forces are $-g_1$ and $-g_2$.

The existence of the branches and their differentiability at $R_0$ are assumed; no Hubbard functional or self-consistency equation enters. There is one coordinate, and energies are free of convergence noise. The minimum also encodes an assumption about practice: a run restarted from the previous occupations may stay on the upper branch, and its finite differences then belong to that branch.

## The slope ahead and the slope behind

Take a displacement $R_0+sh$ with $h>0$ and a fixed real number $s$. Differentiability of branch $i$ gives

$$\frac{E_i(R_0+sh)-E_i(R_0)}{h}\longrightarrow s\,g_i \qquad (h\to0^+).$$

Both branches have the same energy at $R_0$, which is also $E_g(R_0)$. Subtracting a common number and dividing by a positive one preserve the order of two energies, so

$$\frac{E_g(R_0+sh)-E_g(R_0)}{h}
=\min_{i=1,2}\frac{E_i(R_0+sh)-E_i(R_0)}{h}
\longrightarrow \min(sg_1,sg_2).$$

For $s=1$ the limit is $\min(g_1,g_2)$. For $s=-1$ it is $\min(-g_1,-g_2)=-\max(g_1,g_2)$. The lower energy thus has the smaller slope ahead of the crossing and the larger slope behind it.

The central-difference force, `centralForce`, is

$$F(h)=-\frac{E_g(R_0+h)-E_g(R_0-h)}{2h}.$$

Adding and subtracting $E_g(R_0)$ in the numerator gives, for $h\to0^+$,

$$F(h)\longrightarrow-\frac{\min(g_1,g_2)+\max(g_1,g_2)}{2}=-\frac{g_1+g_2}{2}.$$

Since $F(-h)=F(h)$, negative steps give the same limit. This is `centralForce_tendsto_mean`, where `𝓝[≠] 0` means that $h$ approaches zero through nonzero values of either sign.

## How far the force lies from each branch

Subtracting the branch forces from the limit gives

$$-\frac{g_1+g_2}{2}+g_1=\frac{g_1-g_2}{2},\qquad
-\frac{g_1+g_2}{2}+g_2=-\frac{g_1-g_2}{2}.$$

Both deviations therefore tend to $|g_1-g_2|/2$ in magnitude, as `centralForce_deviation` states. If $g_1\ne g_2$, this limit is positive, so both deviations are nonzero for all sufficiently small nonzero steps. That is `centralForce_matches_neither`; the quantifier `∀ᶠ h in 𝓝[≠] 0` expresses "for all sufficiently small nonzero steps" without giving a threshold.

For $g_1\ne g_2$ there is also no derivative of $E_g$ at $R_0$ for the stencil to approximate. If $E_g$ had slope $D$ at $R_0$, the two one-sided limits would require $D=\min(g_1,g_2)$ and $-D=-\max(g_1,g_2)$, hence $g_1=g_2$. This is `groundEnergy_not_differentiable`.

For a force test in electronic-structure work, within this model of two branches and one coordinate, a persistent discrepancy of $|g_1-g_2|/2$ at the crossing can come from the change of branch even when the analytic force of each branch is correct.

## The limit depends on the stencil

`skewForce` uses two points a distance $d$ apart, with a fraction $w$ of the width ahead of $R_0$ and $1-w$ behind. For $0\le w\le1$, take $s=w$ and $s=-(1-w)$ in the one-sided limit. Because $w$ and $1-w$ are nonnegative,

$$\min(wg_1,wg_2)=w\min(g_1,g_2),$$
$$\min\bigl(-(1-w)g_1,-(1-w)g_2\bigr)=-(1-w)\max(g_1,g_2).$$

Minus the difference of these two rates is the limiting force as $d\to0^+$:

$$-\bigl[w\min(g_1,g_2)+(1-w)\max(g_1,g_2)\bigr].$$

This is `skewForce_tendsto`. The choice $w=1/2$ returns the mean. The forward stencil $w=1$ and the backward stencil $w=0$ each converge to one of the branch forces, so agreement with a branch in a one-sided test does not show that the energy is smooth.

## From one-sided limits to the Lean proof

`branch_ray_slope` applies the chain rule to $h\mapsto E(R_0+sh)$, turns the derivative into a limit of difference quotients, and restricts that limit to positive $h$. `ground_ray_slope` then supplies the one-sided rates of the lower energy for every $s$.

In `centralForce_tendsto_mean`, the step `hright` combines the cases $s=1$ and $s=-1$. The cases $g_1\le g_2$ and $g_2\le g_1$ serve only to evaluate the minima. The step `hleft` uses evenness to carry the result to negative steps, and `nhdsLT_sup_nhdsGT` joins the two sides. The skewed stencil uses the same one-sided theorem with its own values of $s$.

The deviation theorem subtracts a constant from the limit and takes absolute values. The mismatch theorem uses `eventually_const_lt`: a quantity with a positive limit is eventually positive. For non-differentiability, `tendsto_nhds_unique` equates the rates that a supposed derivative would give with those of the minimum, and `linarith` derives $g_1=g_2$.

## Taking the minimum of two limits

The central device is `Tendsto.min`, called in `ground_ray_slope` as `(branch_ray_slope h1 s).min (branch_ray_slope h2 s)`. It says that if two functions converge, their pointwise minimum converges to the minimum of the limits. There is no need to know which branch is lower near $R_0$. This matters when $g_1=g_2$, since the branches may then exchange order infinitely often as $R_0$ is approached, and no single branch need describe the lower energy on either side.

What remains is to identify the minimum of the quotients with the quotient of the minimum. `congr'` permits this replacement when the two expressions agree eventually, and `self_mem_nhdsWithin` supplies the condition $h>0$. The sign is essential to the identity: division by a negative step would turn the minimum into a maximum.

## The second difference at the same crossing

Adding the two one-sided rates, where the force subtracts them, gives a neighbouring result that the file does not contain:

$$\frac{E_g(R_0+h)+E_g(R_0-h)-2E_g(R_0)}{h}\longrightarrow-|g_1-g_2|
\qquad(h\to0^+).$$

The force constant computed from these three energies has the same numerator, with $h^2$ in the denominator. For unequal slopes it therefore diverges to $-\infty$ as the step shrinks, whatever the curvatures of the two branches.
